# Filling and Fermi level of the nearest-neighbour chain at zero temperature

The filling of a band is taken here to be a length. A finite ring of $N$ sites has $N$ allowed wave numbers, and its filling is a ratio of two integers. In the limit of an infinite chain the wave numbers fill the zone uniformly, and the fraction of occupied states becomes the Lebesgue measure of the occupied part of the zone. With the reduced wave number $k\in[0,1]$ the whole zone has measure 1, so this measure is the filling itself. The limit is built into the definition and is not derived from finite rings.

The band energy is $\varepsilon(k)=-2t\cos(2\pi k)$, where $t>0$ is the hopping energy between neighbouring sites and the on-site energy is set to zero. At zero temperature the states with $\varepsilon(k)\le\mu$ are occupied and all others are empty. For $|\mu|\le 2t$, that is, for $\mu$ within the band, the filling is

$$n(\mu)=\frac{1}{\pi}\arccos\!\left(-\frac{\mu}{2t}\right),$$

and the Fermi level that belongs to a partial filling $0<\nu<1$ is $-2t\cos(\pi\nu)$. For this non-interacting one-band chain, the formula gives an exact value against which a Fermi level from a finite $k$-point mesh can be compared.

## From the cosine band to the Fermi level

Since $t>0$, dividing by $-2t$ reverses the inequality:

$$-2t\cos(2\pi k)\le\mu\quad\Longleftrightarrow\quad\cos(2\pi k)\ge-\frac{\mu}{2t}.$$

For $|\mu|\le 2t$ the right-hand side lies in $[-1,1]$, so it is the cosine of its own arccosine. Define the Fermi point

$$k_F=\frac{1}{2\pi}\arccos\!\left(-\frac{\mu}{2t}\right),\qquad 0\le k_F\le\tfrac12 .$$

The condition for occupation is then $\cos(2\pi k)\ge\cos(2\pi k_F)$.

On $0\le k\le\frac12$ the angle $2\pi k$ runs from $0$ to $\pi$, where the cosine is strictly decreasing, so the state is occupied exactly when $k\le k_F$. On $\frac12\le k\le1$ the identity $\cos(2\pi k)=\cos(2\pi(1-k))$ takes the problem back to the first half, and the state is occupied exactly when $1-k\le k_F$. The empty states therefore form the open interval $(k_F,1-k_F)$, of length $1-2k_F$, and

$$n(\mu)=1-(1-2k_F)=2k_F=\frac1\pi\arccos\!\left(-\frac{\mu}{2t}\right).$$

The band edges fit in. At $\mu=-2t$ we have $k_F=0$, and only the points $k=0$ and $k=1$ are occupied, with measure 0. At $\mu=2t$ we have $k_F=\frac12$, the empty interval vanishes, and the filling is 1.

To find the Fermi level, set $n(\mu)=\nu$. Then $\arccos(-\mu/(2t))=\pi\nu$, and taking the cosine gives $\mu=-2t\cos(\pi\nu)$. Conversely, if $\mu$ has this value, then $\arccos(-\mu/(2t))=\arccos(\cos(\pi\nu))=\pi\nu$, because $\pi\nu$ lies in $[0,\pi]$.

Below the band no state is occupied, and above it every state is. A partial filling $0<\nu<1$ can therefore occur only within the band, and its Fermi level is unique among all real energies. At $\nu=0$ and $\nu=1$ it is not unique: every $\mu\le-2t$ gives filling 0, and every $\mu\ge2t$ gives filling 1. The formula then picks out the band edge.

Strictly inside the band the filling can be differentiated. With $\frac{d}{dx}\arccos x=-1/\sqrt{1-x^2}$ and $x=-\mu/(2t)$,

$$\frac{dn}{d\mu}=\frac1\pi\cdot\frac{-1}{\sqrt{1-\mu^2/(4t^2)}}\cdot\left(-\frac1{2t}\right)=\frac{1}{\pi\sqrt{4t^2-\mu^2}} .$$

This is the density of states per site for one spin direction. It diverges at the band edges.

## The band, the occupied set and the filling in Lean

```lean
import Mathlib

open Real Set MeasureTheory Topology

namespace ChainFilling

noncomputable section
```

The hopping, the energies and the wave number are all real numbers. The condition $t>0$ is not part of the definitions; it enters as the hypothesis `ht` of the theorems.

```lean
/-- Band energy of the nearest-neighbour chain with hopping `t`, at reduced wave number `k`. -/
def bandEnergy (t k : ℝ) : ℝ := -2 * t * Real.cos (2 * π * k)
```

The sign convention puts the bottom of the band at $k=0$.

```lean
/-- The wave numbers in the zone `[0,1]` whose band energy is at most `mu`. -/
def occupied (t mu : ℝ) : Set ℝ := {k | k ∈ Icc (0 : ℝ) 1 ∧ bandEnergy t k ≤ mu}
```

The interval `Icc 0 1` is closed, so the equivalent wave numbers 0 and 1 both belong to it. This double counting has measure zero. The sharp condition `bandEnergy t k ≤ mu` is the zero-temperature occupation, without any smearing.

```lean
/-- The filling: the Lebesgue measure of the occupied part of the zone. -/
def filling (t mu : ℝ) : ℝ := (volume (occupied t mu)).toReal
```

Here `volume` is Lebesgue measure, whose values are extended non-negative reals, and `toReal` turns the value into an ordinary real number. Spin is not included: with two spin directions, a filling $\nu$ means $2\nu$ electrons per site.

```lean
/-- The Fermi point `k_F` in the first half of the zone. -/
def fermiPoint (t mu : ℝ) : ℝ := Real.arccos (-mu / (2 * t)) / (2 * π)

/-- The energy `-2t cos(πν)` assigned to the filling `ν`. -/
def fermiLevel (t nu : ℝ) : ℝ := -2 * t * Real.cos (π * nu)
```

`fermiLevel` is only a formula at this stage. That it deserves its name is the content of `filling_eq_iff` and `fermiLevel_unique`.

## Locating the empty states

The first lemma expresses the monotonicity of the cosine on half the zone.

```lean
/-- On the first half of the zone, `cos(2πq)` is at least `cos(2πa)` exactly when `q ≤ a`. -/
lemma cos_le_cos_iff_half {a q : ℝ} (ha : 0 ≤ a) (ha' : a ≤ 1 / 2)
    (hq : 0 ≤ q) (hq' : q ≤ 1 / 2) :
    Real.cos (2 * π * a) ≤ Real.cos (2 * π * q) ↔ q ≤ a := by
  have hp := Real.pi_pos
  constructor
  · intro h
    by_contra hc
    have hc' := not_le.mp hc
    have hlt : Real.cos (2 * π * q) < Real.cos (2 * π * a) :=
      Real.cos_lt_cos_of_nonneg_of_le_pi (by positivity) (by nlinarith) (by nlinarith)
    linarith
  · intro h
    exact Real.cos_le_cos_of_nonneg_of_le_pi (by positivity) (by nlinarith) (by nlinarith)
```

If $q\le a$, the cosine at $q$ is at least the cosine at $a$. For the other direction the proof assumes $q>a$ and uses the strict decrease of the cosine on $[0,\pi]$ to reach a contradiction.

```lean
/-- For `t > 0` and `mu` within the band, the number `-mu/(2t)` is the cosine of its arccosine. -/
lemma cos_arccos_level {t mu : ℝ} (ht : 0 < t) (hmu : |mu| ≤ 2 * t) :
    Real.cos (Real.arccos (-mu / (2 * t))) = -mu / (2 * t) := by
  obtain ⟨h1, h2⟩ := abs_le.mp hmu
  have h2t : 0 < 2 * t := by linarith
  apply Real.cos_arccos
  · rw [le_div_iff₀ h2t]; linarith
  · rw [div_le_iff₀ h2t]; linarith
```

This is where $|\mu|\le2t$ does its work: it places $-\mu/(2t)$ between $-1$ and $1$, which is what `Real.cos_arccos` requires.

```lean
/-- The Fermi point lies between the zone origin and the zone midpoint. -/
lemma fermiPoint_mem (t mu : ℝ) : 0 ≤ fermiPoint t mu ∧ fermiPoint t mu ≤ 1 / 2 := by
  have hp : 0 < 2 * π := by positivity
  unfold fermiPoint
  constructor
  · exact div_nonneg (Real.arccos_nonneg _) hp.le
  · rw [div_le_iff₀ hp]
    linarith [Real.arccos_le_pi (-mu / (2 * t))]
```

The bounds on $k_F$ need no hypothesis on `t` or `mu`, because Lean's arccosine takes values in $[0,\pi]$ for every real argument.

```lean
/-- For `t > 0` and `mu` within the band, the occupied states are the whole zone with the open
interval between the two Fermi points `k_F` and `1 - k_F` removed. -/
theorem occupied_eq {t mu : ℝ} (ht : 0 < t) (hmu : |mu| ≤ 2 * t) :
    occupied t mu = Icc 0 1 \ Ioo (fermiPoint t mu) (1 - fermiPoint t mu) := by
  obtain ⟨ha, ha'⟩ := fermiPoint_mem t mu
  have h2t : 0 < 2 * t := by linarith
  have hcos : Real.cos (2 * π * fermiPoint t mu) = -mu / (2 * t) := by
    rw [← cos_arccos_level ht hmu]
    congr 1
    unfold fermiPoint
    exact mul_div_cancel₀ _ (by positivity)
  ext k
  simp only [occupied, Set.mem_ofPred_eq, Set.mem_sdiff, Set.mem_Ioo]
  refine and_congr_right fun hk => ?_
  have hband : bandEnergy t k ≤ mu ↔
      Real.cos (2 * π * fermiPoint t mu) ≤ Real.cos (2 * π * k) := by
    rw [hcos, div_le_iff₀ h2t]
    unfold bandEnergy
    constructor <;> intro h <;> linarith
  rw [hband]
  rcases le_total k (1 / 2) with h | h
  · rw [cos_le_cos_iff_half ha ha' hk.1 h]
    constructor
    · rintro h1 ⟨h2, _⟩
      linarith
    · intro h1
      by_contra hc
      have hc' := not_le.mp hc
      exact h1 ⟨hc', by linarith⟩
  · -- the second half of the zone is the mirror image of the first
    have hmirror : Real.cos (2 * π * k) = Real.cos (2 * π * (1 - k)) := by
      rw [← Real.cos_two_pi_sub (2 * π * k)]
      congr 1
      ring
    rw [hmirror, cos_le_cos_iff_half ha ha' (by linarith [hk.2]) (by linarith)]
    constructor
    · rintro h1 ⟨_, h2⟩
      linarith
    · intro h1
      by_contra hc
      have hc' := not_le.mp hc
      exact h1 ⟨by linarith, by linarith⟩
```

The theorem states that, for $\mu$ within the band, the occupied set is the zone with the open interval $(k_F,1-k_F)$ removed. The step `hcos` establishes $\cos(2\pi k_F)=-\mu/(2t)$, and `hband` rewrites the energy condition as a comparison of two cosines. The proof then splits at $k=\frac12$. In the first half, the monotonicity lemma reduces the condition to $k\le k_F$. This has to be matched with "$k$ is not in the removed interval": if $k>k_F$, then $k_F<\frac12$, hence $k\le\frac12<1-k_F$, and $k$ does lie in the interval. In the second half, `hmirror` supplies the reflection $k\mapsto1-k$, and the same argument applies.

## Measuring the occupied states

```lean
/-- For `t > 0` and `mu` within the band, the occupied part of the zone has Lebesgue measure
`arccos(-mu/(2t))/π`. -/
theorem volume_occupied {t mu : ℝ} (ht : 0 < t) (hmu : |mu| ≤ 2 * t) :
    volume (occupied t mu) = ENNReal.ofReal (Real.arccos (-mu / (2 * t)) / π) := by
  obtain ⟨ha, ha'⟩ := fermiPoint_mem t mu
  have hsub : Ioo (fermiPoint t mu) (1 - fermiPoint t mu) ⊆ Icc (0 : ℝ) 1 :=
    fun x hx => ⟨by linarith [hx.1], by linarith [hx.2]⟩
  have hfin : volume (Ioo (fermiPoint t mu) (1 - fermiPoint t mu)) ≠ ⊤ := by
    rw [Real.volume_Ioo]
    exact ENNReal.ofReal_ne_top
  have hA : Real.arccos (-mu / (2 * t)) / π = 2 * fermiPoint t mu := by
    unfold fermiPoint
    field_simp
  -- total length of the zone minus the length of the empty interval
  rw [occupied_eq ht hmu, measure_sdiff hsub measurableSet_Ioo.nullMeasurableSet hfin,
    Real.volume_Icc, Real.volume_Ioo, ← ENNReal.ofReal_sub _ (by linarith), hA]
  congr 1
  ring
```

The measure of the zone minus the measure of the removed interval is computed by `measure_sdiff`. It needs the interval to lie inside the zone (`hsub`), to be measurable and to have finite measure (`hfin`). The equation `hA` identifies $\arccos(-\mu/(2t))/\pi$ with $2k_F$, and the last step is the arithmetic $1-(1-2k_F)=2k_F$.

```lean
/-- For `t > 0` and `mu` within the band, the filling is `arccos(-mu/(2t))/π`. -/
theorem filling_eq {t mu : ℝ} (ht : 0 < t) (hmu : |mu| ≤ 2 * t) :
    filling t mu = Real.arccos (-mu / (2 * t)) / π := by
  unfold filling
  rw [volume_occupied ht hmu,
    ENNReal.toReal_ofReal (div_nonneg (Real.arccos_nonneg _) Real.pi_pos.le)]
```

The same statement now holds for the real-valued filling. Since the arccosine is non-negative, nothing is lost in passing between the two kinds of number.

## Inverting the filling

```lean
/-- For `t > 0`, `mu` within the band and `ν` in `[0,1]`, the filling is `ν` exactly when `mu = -2t
cos(πν)`. -/
theorem filling_eq_iff {t mu nu : ℝ} (ht : 0 < t) (hmu : |mu| ≤ 2 * t)
    (hnu : nu ∈ Icc (0 : ℝ) 1) : filling t mu = nu ↔ mu = fermiLevel t nu := by
  have hp := Real.pi_pos
  rw [filling_eq ht hmu, div_eq_iff hp.ne']
  constructor
  · intro h
    have hc := cos_arccos_level ht hmu
    rw [h] at hc
    unfold fermiLevel
    rw [mul_comm π nu, hc]
    field_simp
  · intro h
    have hx : -mu / (2 * t) = Real.cos (nu * π) := by
      rw [h, fermiLevel, mul_comm π nu]
      field_simp
    rw [hx]
    exact Real.arccos_cos (mul_nonneg hnu.1 hp.le) (by nlinarith [hnu.2])
```

In words: for $t>0$, $\mu$ within the band and $\nu\in[0,1]$, the filling at $\mu$ equals $\nu$ if and only if $\mu=-2t\cos(\pi\nu)$. The two halves of the proof are the two directions of the hand calculation. The first takes the cosine of $\arccos(-\mu/(2t))=\nu\pi$; the second applies `Real.arccos_cos`, for which $0\le\nu\pi\le\pi$ is needed. Both end values of $\nu$ are included.

```lean
/-- The filling is zero below the band and one above it. -/
theorem filling_outside {t mu : ℝ} (ht : 0 < t) :
    (mu < -(2 * t) → filling t mu = 0) ∧ (2 * t < mu → filling t mu = 1) := by
  constructor
  · intro h
    have he : occupied t mu = ∅ := by
      ext k
      simp only [occupied, bandEnergy, Set.mem_ofPred_eq, Set.mem_empty_iff_false, iff_false]
      rintro ⟨_, hk⟩
      nlinarith [mul_nonneg ht.le (sub_nonneg.2 (Real.cos_le_one (2 * π * k)))]
    simp [filling, he]
  · intro h
    have he : occupied t mu = Icc 0 1 := by
      ext k
      refine ⟨fun hk => hk.1, fun hk => ⟨hk, ?_⟩⟩
      unfold bandEnergy
      nlinarith [mul_nonneg ht.le (sub_nonneg.2 (Real.neg_one_le_cos (2 * π * k)))]
    simp [filling, he, Real.volume_Icc]
```

Below the band the occupied set is shown to be empty, because $\cos(2\pi k)\le1$ keeps every energy at or above $-2t$. Above the band it is the whole zone, because $\cos(2\pi k)\ge-1$ keeps every energy at or below $2t$.

```lean
/-- For `t > 0` and partial filling `0 < ν < 1`, the energy `-2t cos(πν)` is the only real `mu`
whose filling is `ν`. -/
theorem fermiLevel_unique {t nu : ℝ} (ht : 0 < t) (h0 : 0 < nu) (h1 : nu < 1) (mu : ℝ) :
    filling t mu = nu ↔ mu = fermiLevel t nu := by
  by_cases hmu : |mu| ≤ 2 * t
  · exact filling_eq_iff ht hmu ⟨h0.le, h1.le⟩
  · constructor
    · intro h
      -- outside the band the filling is 0 or 1, never partial
      rcases lt_abs.mp (not_le.mp hmu) with h2 | h2
      · linarith [(filling_outside ht).2 h2]
      · linarith [(filling_outside (mu := mu) ht).1 (by linarith)]
    · intro h
      refine absurd (abs_le.mpr ?_) hmu
      rw [h, fermiLevel]
      constructor <;>
        nlinarith [mul_nonneg ht.le (sub_nonneg.2 (Real.cos_le_one (π * nu))),
          mul_nonneg ht.le (sub_nonneg.2 (Real.neg_one_le_cos (π * nu)))]
```

Here the restriction on `mu` is gone, at the price of excluding $\nu=0$ and $\nu=1$. If $\mu$ lies within the band, the previous equivalence applies. If it lies outside, both sides of the equivalence are false: the filling is 0 or 1 and so cannot equal $\nu$, while $-2t\cos(\pi\nu)$ always lies within the band and so cannot equal $\mu$.

## The density of states

```lean
/-- Strictly inside the band, the derivative of the filling with respect to `mu` is `1/(π √(4t² -
mu²))`. -/
theorem hasDerivAt_filling {t mu : ℝ} (ht : 0 < t) (hmu : |mu| < 2 * t) :
    HasDerivAt (filling t) (1 / (π * Real.sqrt (4 * t ^ 2 - mu ^ 2))) mu := by
  obtain ⟨h1, h2⟩ := abs_lt.mp hmu
  have h2t : 0 < 2 * t := by linarith
  have hl : -1 < -mu / (2 * t) := by rw [lt_div_iff₀ h2t]; linarith
  have hr : -mu / (2 * t) < 1 := by rw [div_lt_iff₀ h2t]; linarith
  have hin : HasDerivAt (fun y : ℝ => -y / (2 * t)) (-1 / (2 * t)) mu :=
    (hasDerivAt_id' mu).fun_neg.div_const (2 * t)
  have hd : HasDerivAt (fun y : ℝ => Real.arccos (-y / (2 * t)) / π)
      (-(1 / Real.sqrt (1 - (-mu / (2 * t)) ^ 2)) * (-1 / (2 * t)) / π) mu := by
    have hout : HasDerivAt Real.arccos
        (-(1 / Real.sqrt (1 - (-mu / (2 * t)) ^ 2))) (-mu / (2 * t)) :=
      Real.hasDerivAt_arccos hl.ne' hr.ne
    have hc := hout.comp mu hin
    exact hc.div_const π
  have hev : filling t =ᶠ[𝓝 mu] fun y : ℝ => Real.arccos (-y / (2 * t)) / π := by
    filter_upwards [Ioo_mem_nhds h1 h2] with y hy
    exact filling_eq ht (abs_le.mpr ⟨hy.1.le, hy.2.le⟩)
  -- pull the half-bandwidth 2t out of the square root
  have hsq : Real.sqrt (4 * t ^ 2 - mu ^ 2)
      = 2 * t * Real.sqrt (1 - (-mu / (2 * t)) ^ 2) := by
    have hx : -mu / (2 * t) * (2 * t) = -mu := div_mul_cancel₀ _ h2t.ne'
    generalize -mu / (2 * t) = x at hx ⊢
    have he : 4 * t ^ 2 - mu ^ 2 = (2 * t) ^ 2 * (1 - x ^ 2) := by
      linear_combination (2 * t * x - mu) * hx
    rw [he, Real.sqrt_mul (sq_nonneg _), Real.sqrt_sq h2t.le]
  refine (hd.congr_of_eventuallyEq hev).congr_deriv ?_
  rw [hsq]
  generalize Real.sqrt (1 - (-mu / (2 * t)) ^ 2) = s
  ring

end

end ChainFilling
```

`HasDerivAt` says that the filling, as a function of $\mu$, is differentiable at the given point and has the stated derivative. The hypothesis is now the strict inequality $|\mu|<2t$, which leaves out the band edges.

The proof differentiates the arccosine formula by the chain rule: `hin` is the inner derivative $-1/(2t)$, `hout` is the derivative of the arccosine, and `hd` combines them with the factor $1/\pi$. The formula for the filling has been proved only within the band, but a derivative depends only on values near the point. The step `hev` records that the filling and the formula agree in a neighbourhood of $\mu$, which is enough to transfer the derivative. Finally, `hsq` is the identity

$$\sqrt{4t^2-\mu^2}=2t\sqrt{1-\left(\frac{-\mu}{2t}\right)^2},$$

which brings the result into its usual form.

```lean
#print axioms ChainFilling.fermiLevel_unique
-- 'ChainFilling.fermiLevel_unique' depends on axioms: [propext, Classical.choice, Quot.sound]
#print axioms ChainFilling.hasDerivAt_filling
-- 'ChainFilling.hasDerivAt_filling' depends on axioms: [propext, Classical.choice, Quot.sound]
```
